# A shadow error within d of a constant keeps the effective sample fraction at or above 1/cosh²(d)

Let a finite ensemble have probabilities $p_i$, true energies $H_i$ and shadow energies $S_i$, with all energies in units of $k_BT$. Write $w_i = e^{-(H_i-S_i)}$ for the reweighting factors and $\langle f\rangle=\sum_i p_i f_i$ for the ensemble average. If there are constants $c$ and $d$ with $|H_i-S_i-c|\le d$ for every state $i$, then

$$\langle w\rangle^2 \;\ge\; \frac{\langle w^2\rangle}{\cosh^2 d},
\qquad\text{that is,}\qquad
\frac{\langle w\rangle^2}{\langle w^2\rangle}\;\ge\;\frac{1}{\cosh^2 d}.$$

The ratio on the left of the second form is the effective fraction of samples. The guaranteed fraction is about 0.79 for $d=0.5$, 0.42 for $d=1$ and 0.07 for $d=2$.

## Reweighting from a shadow Hamiltonian

Some hybrid Monte Carlo methods sample from the Boltzmann distribution of a shadow Hamiltonian, which the integrator conserves better than the true one, and recover averages for the true Hamiltonian by weighting each sample with $w_i$. The price is uneven weights. For a finite set of states or samples with a known bound on the shadow error, the result limits that price.

It applies directly to stored output. Take $N\ge1$ samples as the states and set $p_i=1/N$. Then $N$ times the effective fraction is the usual estimate

$$N_{\mathrm{eff}}=\frac{\left(\sum_i w_i\right)^2}{\sum_i w_i^2}.$$

Let $c$ be the midpoint of the recorded values of $H_i-S_i$ and $d$ half their range. The computed $N_{\mathrm{eff}}$ must then be at least $N/\cosh^2 d$, up to rounding. A lower value points to a fault in the analysis, such as energies that were not divided by $k_BT$ consistently.

## From bounded weights to the sample fraction

Take $c=0$ first. Since $-d\le H_i-S_i\le d$, each weight lies between $e^{-d}$ and $e^{d}$, and therefore

$$0\le (w_i-e^{-d})(e^{d}-w_i)=(e^d+e^{-d})\,w_i-1-w_i^2=2\cosh(d)\,w_i-1-w_i^2 .$$

Multiply by $p_i\ge0$ and sum, using $\sum_i p_i=1$:

$$\langle w^2\rangle\le 2\cosh(d)\langle w\rangle-1 .$$

The square $(\cosh(d)\langle w\rangle-1)^2$ is nonnegative, and expanding it gives $2\cosh(d)\langle w\rangle-1\le\cosh^2(d)\langle w\rangle^2$. Combining the two inequalities and dividing by $\cosh^2 d$ proves the bound.

For general $c$, replace the shadow energy by $S_i'=S_i+c$. The error $H_i-S_i'$ now has magnitude at most $d$, so the bound holds for the weights $w_i'=e^{-(H_i-S_i')}$. Since $w_i=e^{-c}w_i'$, both $\langle w\rangle^2$ and $\langle w^2\rangle$ carry the same factor $e^{-2c}$, and the inequality is unchanged.

To pass to the effective fraction, note that the probabilities sum to one, so at least one $p_i$ is positive. Its weight is positive too, hence $\langle w^2\rangle>0$ and the division is allowed.

The variance of the weights follows from the same bound:

$$\langle(w-\langle w\rangle)^2\rangle=\langle w^2\rangle-\langle w\rangle^2\le(\cosh^2d-1)\langle w\rangle^2=\sinh^2(d)\,\langle w\rangle^2 .$$

The case of equality, again with $c=0$, can be read from the exact identity

$$\cosh^2(d)\langle w\rangle^2-\langle w^2\rangle=(\cosh(d)\langle w\rangle-1)^2+\langle(w-e^{-d})(e^d-w)\rangle .$$

Both terms on the right are nonnegative, so equality in the bound requires both to vanish. The first gives $\langle w\rangle=1/\cosh d$. The second forces $w_i=e^{\pm d}$, and thus $|H_i-S_i|=d$, wherever $p_i>0$. Conversely, these two conditions make both terms zero.

An example exists for every $d\ge0$. Let states 0 and 1 have true energies $-d$ and $d$, zero shadow energy, and probabilities $e^{-d}/(2\cosh d)$ and $e^{d}/(2\cosh d)$. Their weights are $e^{d}$ and $e^{-d}$, so $\langle w\rangle=1/\cosh d$ and $\langle w^2\rangle=1$. The constant $1/\cosh^2 d$ is therefore the best possible for arbitrary finite ensembles. The same errors and probabilities arise from a Boltzmann distribution in the shadow energy if the shadow energies are $d$ and $-d$ and both true energies are zero.

## The complete Lean development

```lean
import Mathlib

open Finset

namespace ShadowReweighting

noncomputable section

variable {ι : Type*} [Fintype ι]

/-- Average of an observable `f` over a finite ensemble with probabilities `p`. -/
def mean (p f : ι → ℝ) : ℝ := ∑ i, p i * f i

/-- Factor that reweights a state from the shadow energy `S` to the true energy `H`,
both in units of the thermal energy. -/
def shadowWeight {ι : Type*} (H S : ι → ℝ) (i : ι) : ℝ := Real.exp (-(H i - S i))

/-- Effective fraction of samples: squared mean weight over mean squared weight. -/
def essFraction (p w : ι → ℝ) : ℝ := mean p w ^ 2 / mean p (fun i => w i ^ 2)

/-- The average of `(w - e^(-d)) (e^d - w)` in terms of the first two moments of the weights. -/
theorem mean_chord (p w : ι → ℝ) (d : ℝ) (hp1 : ∑ i, p i = 1) :
    mean p (fun i => (w i - Real.exp (-d)) * (Real.exp d - w i)) =
      2 * Real.cosh d * mean p w - 1 - mean p (fun i => w i ^ 2) := by
  have he : Real.exp d * Real.exp (-d) = 1 := by
    rw [← Real.exp_add, add_neg_cancel, Real.exp_zero]
  unfold mean
  calc ∑ i, p i * ((w i - Real.exp (-d)) * (Real.exp d - w i))
      = ∑ i, (2 * Real.cosh d * (p i * w i) - p i - p i * w i ^ 2) := by
        refine Finset.sum_congr rfl (fun i _ => ?_)
        rw [Real.cosh_eq]
        linear_combination (-p i) * he
    _ = _ := by
        rw [Finset.sum_sub_distrib, Finset.sum_sub_distrib, ← Finset.mul_sum, hp1]

/-- For a shadow error `x` of magnitude at most `d`, the product `(e^(-x) - e^(-d)) (e^d - e^(-x))`
is nonnegative. -/
theorem chord_nonneg {x d : ℝ} (h : |x| ≤ d) :
    0 ≤ (Real.exp (-x) - Real.exp (-d)) * (Real.exp d - Real.exp (-x)) := by
  have h' := abs_le.1 h
  exact mul_nonneg (sub_nonneg.2 (Real.exp_le_exp.2 (by linarith [h'.2])))
    (sub_nonneg.2 (Real.exp_le_exp.2 (by linarith [h'.1])))

/-- If the shadow error is at most `d` in magnitude, the squared mean weight is at least
the mean squared weight divided by `cosh(d)^2`. -/
theorem sq_mean_weight_ge (p H S : ι → ℝ) (d : ℝ) (hp : ∀ i, 0 ≤ p i)
    (hp1 : ∑ i, p i = 1) (hd : ∀ i, |H i - S i| ≤ d) :
    mean p (fun i => shadowWeight H S i ^ 2) / Real.cosh d ^ 2 ≤
      mean p (shadowWeight H S) ^ 2 := by
  have hid := mean_chord p (shadowWeight H S) d hp1
  have hnn : 0 ≤ mean p (fun i => (shadowWeight H S i - Real.exp (-d)) *
      (Real.exp d - shadowWeight H S i)) :=
    Finset.sum_nonneg (fun i _ => mul_nonneg (hp i) (chord_nonneg (hd i)))
  rw [div_le_iff₀ (pow_pos (Real.cosh_pos d) 2)]
  -- complete the square in `cosh d * ⟨w⟩`
  nlinarith [sq_nonneg (Real.cosh d * mean p (shadowWeight H S) - 1)]

/-- Main bound: if the shadow error stays within `d` of a constant offset `c`, the squared mean
weight is at least the mean squared weight divided by `cosh(d)^2`. -/
theorem sq_mean_weight_ge_of_offset (p H S : ι → ℝ) (c d : ℝ) (hp : ∀ i, 0 ≤ p i)
    (hp1 : ∑ i, p i = 1) (hd : ∀ i, |H i - S i - c| ≤ d) :
    mean p (fun i => shadowWeight H S i ^ 2) / Real.cosh d ^ 2 ≤
      mean p (shadowWeight H S) ^ 2 := by
  have h := sq_mean_weight_ge p H (fun i => S i + c) d hp hp1
    (fun i => by rw [← sub_sub]; exact hd i)
  -- the offset multiplies every weight by the same factor
  have hw : ∀ i, shadowWeight H S i =
      Real.exp (-c) * shadowWeight H (fun i => S i + c) i := by
    intro i
    unfold shadowWeight
    rw [← Real.exp_add]
    congr 1
    ring
  have e1 : mean p (shadowWeight H S) =
      Real.exp (-c) * mean p (shadowWeight H (fun i => S i + c)) := by
    unfold mean
    rw [Finset.mul_sum]
    exact Finset.sum_congr rfl (fun i _ => by rw [hw i]; ring)
  have e2 : mean p (fun i => shadowWeight H S i ^ 2) =
      Real.exp (-c) ^ 2 * mean p (fun i => shadowWeight H (fun i => S i + c) i ^ 2) := by
    unfold mean
    rw [Finset.mul_sum]
    exact Finset.sum_congr rfl (fun i _ => by beta_reduce; rw [hw i]; ring)
  rw [e1, e2, mul_pow, mul_div_assoc]
  exact mul_le_mul_of_nonneg_left h (sq_nonneg _)

/-- If the shadow error stays within `d` of a constant offset `c`, the effective fraction of samples
after reweighting is at least `1 / cosh(d)^2`. -/
theorem essFraction_ge (p H S : ι → ℝ) (c d : ℝ) (hp : ∀ i, 0 ≤ p i)
    (hp1 : ∑ i, p i = 1) (hd : ∀ i, |H i - S i - c| ≤ d) :
    1 / Real.cosh d ^ 2 ≤ essFraction p (shadowWeight H S) := by
  -- some state is populated, so the mean squared weight is positive
  obtain ⟨i, _, hi⟩ := Finset.exists_ne_zero_of_sum_ne_zero
    (s := Finset.univ) (f := p) (by rw [hp1]; exact one_ne_zero)
  have hpos : 0 < mean p (fun i => shadowWeight H S i ^ 2) :=
    Finset.sum_pos' (fun j _ => mul_nonneg (hp j) (sq_nonneg _))
      ⟨i, Finset.mem_univ i,
        mul_pos (lt_of_le_of_ne (hp i) (Ne.symm hi)) (pow_pos (Real.exp_pos _) 2)⟩
  unfold essFraction
  rw [le_div_iff₀ hpos, one_div_mul_eq_div]
  exact sq_mean_weight_ge_of_offset p H S c d hp hp1 hd

/-- If the shadow error stays within `d` of a constant offset `c`, the variance of the weights is at
most `sinh(d)^2` times their squared mean. -/
theorem weight_variance_le (p H S : ι → ℝ) (c d : ℝ) (hp : ∀ i, 0 ≤ p i)
    (hp1 : ∑ i, p i = 1) (hd : ∀ i, |H i - S i - c| ≤ d) :
    mean p (fun i => (shadowWeight H S i - mean p (shadowWeight H S)) ^ 2) ≤
      Real.sinh d ^ 2 * mean p (shadowWeight H S) ^ 2 := by
  have h := sq_mean_weight_ge_of_offset p H S c d hp hp1 hd
  rw [div_le_iff₀ (pow_pos (Real.cosh_pos d) 2), Real.cosh_sq] at h
  have hvar : ∀ m : ℝ, mean p (fun i => (shadowWeight H S i - m) ^ 2) =
      mean p (fun i => shadowWeight H S i ^ 2) - 2 * m * mean p (shadowWeight H S) + m ^ 2 := by
    intro m
    unfold mean
    calc ∑ i, p i * (shadowWeight H S i - m) ^ 2
        = ∑ i, (p i * shadowWeight H S i ^ 2 - 2 * m * (p i * shadowWeight H S i)
            + m ^ 2 * p i) := Finset.sum_congr rfl (fun i _ => by ring)
      _ = _ := by
        rw [Finset.sum_add_distrib, Finset.sum_sub_distrib, ← Finset.mul_sum,
          ← Finset.mul_sum, hp1, mul_one]
  rw [hvar]
  linarith

/-- For errors of magnitude at most `d`, the bound is an equality exactly when the mean weight is
`1 / cosh(d)` and every populated state has an error of magnitude `d`. -/
theorem sq_mean_weight_eq_iff (p H S : ι → ℝ) (d : ℝ) (hp : ∀ i, 0 ≤ p i)
    (hp1 : ∑ i, p i = 1) (hd : ∀ i, |H i - S i| ≤ d) :
    mean p (shadowWeight H S) ^ 2 =
        mean p (fun i => shadowWeight H S i ^ 2) / Real.cosh d ^ 2 ↔
      mean p (shadowWeight H S) = 1 / Real.cosh d ∧ ∀ i, p i ≠ 0 → |H i - S i| = d := by
  have hid := mean_chord p (shadowWeight H S) d hp1
  have hterm : ∀ i ∈ Finset.univ, 0 ≤ p i * ((shadowWeight H S i - Real.exp (-d)) *
      (Real.exp d - shadowWeight H S i)) :=
    fun i _ => mul_nonneg (hp i) (chord_nonneg (hd i))
  have hnn : 0 ≤ mean p (fun i => (shadowWeight H S i - Real.exp (-d)) *
      (Real.exp d - shadowWeight H S i)) := Finset.sum_nonneg hterm
  have hc := (Real.cosh_pos d).ne'
  rw [eq_div_iff (pow_ne_zero 2 hc), eq_div_iff hc]
  constructor
  · intro h
    -- a square and a nonnegative average add up to zero, so both vanish
    have hs : (mean p (shadowWeight H S) * Real.cosh d - 1) ^ 2 = 0 :=
      le_antisymm (by nlinarith) (sq_nonneg _)
    have h1 : mean p (shadowWeight H S) * Real.cosh d = 1 :=
      sub_eq_zero.1 (pow_eq_zero_iff (two_ne_zero)|>.1 hs)
    refine ⟨h1, fun i hi => ?_⟩
    have h0 : mean p (fun i => (shadowWeight H S i - Real.exp (-d)) *
        (Real.exp d - shadowWeight H S i)) = 0 := by
      linear_combination hid + h - hs
    have hz := (Finset.sum_eq_zero_iff_of_nonneg hterm).1 h0 i (Finset.mem_univ i)
    rcases mul_eq_zero.1 ((mul_eq_zero.1 hz).resolve_left hi) with h2 | h2
    · have h3 := Real.exp_injective (sub_eq_zero.1 h2)
      exact le_antisymm (hd i) (by linarith [le_abs_self (H i - S i)])
    · have h3 := Real.exp_injective (sub_eq_zero.1 h2)
      exact le_antisymm (hd i) (by linarith [neg_le_abs (H i - S i)])
  · rintro ⟨h1, h2⟩
    have h0 : mean p (fun i => (shadowWeight H S i - Real.exp (-d)) *
        (Real.exp d - shadowWeight H S i)) = 0 := by
      refine Finset.sum_eq_zero (fun i _ => ?_)
      by_cases hi : p i = 0
      · rw [hi, zero_mul]
      · rcases eq_or_eq_neg_of_abs_eq (h2 i hi) with h3 | h3 <;>
          simp [shadowWeight, h3]
    linear_combination (mean p (shadowWeight H S) * Real.cosh d - 1) * h1 + h0 - hid

/-- Two-state probabilities proportional to `e^(-d)` and `e^d`. -/
def twoStateP (d : ℝ) : Fin 2 → ℝ :=
  ![Real.exp (-d) / (2 * Real.cosh d), Real.exp d / (2 * Real.cosh d)]

/-- Two-state true energies `-d` and `d`. -/
def twoStateH (d : ℝ) : Fin 2 → ℝ := ![-d, d]

/-- For every `d ≥ 0` the two-state ensemble with zero shadow energy is normalised, has errors
of magnitude `d`, and attains the bound. -/
theorem twoState_attains_bound (d : ℝ) (hd : 0 ≤ d) :
    (∀ i, 0 ≤ twoStateP d i) ∧ ∑ i, twoStateP d i = 1 ∧
    (∀ i, |twoStateH d i - 0| = d) ∧
    mean (twoStateP d) (shadowWeight (twoStateH d) (fun _ => 0)) ^ 2 =
      mean (twoStateP d) (fun i => shadowWeight (twoStateH d) (fun _ => 0) i ^ 2) /
        Real.cosh d ^ 2 := by
  have hc := Real.cosh_pos d
  have he : Real.exp d * Real.exp (-d) = 1 := by
    rw [← Real.exp_add, add_neg_cancel, Real.exp_zero]
  have h0 : ∀ i, 0 ≤ twoStateP d i := by
    intro i
    fin_cases i
    · exact div_nonneg (Real.exp_pos _).le (by linarith)
    · exact div_nonneg (Real.exp_pos _).le (by linarith)
  have h1 : ∑ i, twoStateP d i = 1 := by
    rw [Fin.sum_univ_two]
    change Real.exp (-d) / (2 * Real.cosh d) + Real.exp d / (2 * Real.cosh d) = 1
    rw [← add_div, div_eq_one_iff_eq (by linarith), Real.cosh_eq]
    ring
  have h2 : ∀ i, |twoStateH d i - 0| = d := by
    intro i
    fin_cases i <;> simp [twoStateH, abs_of_nonneg hd]
  refine ⟨h0, h1, h2, ?_⟩
  refine (sq_mean_weight_eq_iff _ _ _ d h0 h1 (fun i => (h2 i).le)).2 ⟨?_, fun i _ => h2 i⟩
  unfold mean
  rw [Fin.sum_univ_two]
  change Real.exp (-d) / (2 * Real.cosh d) * Real.exp (-(-d - 0)) +
    Real.exp d / (2 * Real.cosh d) * Real.exp (-(d - 0)) = 1 / Real.cosh d
  rw [sub_zero, sub_zero, neg_neg]
  linear_combination (1 / Real.cosh d) * he

end

end ShadowReweighting
```

```lean
#print axioms ShadowReweighting.sq_mean_weight_ge_of_offset
-- 'ShadowReweighting.sq_mean_weight_ge_of_offset' depends on axioms: [propext, Classical.choice, Quot.sound]
#print axioms ShadowReweighting.essFraction_ge
-- 'ShadowReweighting.essFraction_ge' depends on axioms: [propext, Classical.choice, Quot.sound]
#print axioms ShadowReweighting.weight_variance_le
-- 'ShadowReweighting.weight_variance_le' depends on axioms: [propext, Classical.choice, Quot.sound]
#print axioms ShadowReweighting.twoState_attains_bound
-- 'ShadowReweighting.twoState_attains_bound' depends on axioms: [propext, Classical.choice, Quot.sound]
```

## Physical quantities and their Lean names

The states form a finite type `ι`, and `p`, `H` and `S` are real-valued functions on it. `mean p f` is $\langle f\rangle$, `shadowWeight H S i` is $w_i$, and `essFraction p w` is $\langle w\rangle^2/\langle w^2\rangle$. The definition of the weight contains no temperature, which fixes the convention that energies are already divided by $k_BT$.

The hypotheses `hp` and `hp1` say that the probabilities are nonnegative and sum to one. The hypothesis `hd` bounds the shadow error on every state, including states of zero probability. Here `d` is any upper bound on the magnitude of the discrepancy between the two energies after the constant offset `c` has been removed. No sign condition on `d` is needed, because the bound on an absolute value already forces $d\ge0$.

The main bound is `sq_mean_weight_ge_of_offset`, and `sq_mean_weight_ge` is its case $c=0$. `essFraction_ge` and `weight_variance_le` state the consequences for the sample fraction and the variance, both with an offset. `sq_mean_weight_eq_iff` characterises equality for errors measured from zero. `twoState_attains_bound` states that the two-state example is normalised, has errors of magnitude $d$, and attains the bound.

## How the Lean proof follows the algebra

`mean_chord` is the averaged product identity. It expands the summand with `linear_combination`, using $e^de^{-d}=1$, and then sums term by term. `chord_nonneg` supplies the sign: the exponential is monotone, so both factors are nonnegative.

In `sq_mean_weight_ge`, `div_le_iff₀` clears the positive denominator $\cosh^2 d$. `nlinarith` then combines the identity, the sign and the square $(\cosh(d)\langle w\rangle-1)^2$, which it is given as a hint. The offset version applies this result to the shifted shadow energy; its equations `e1` and `e2` pull the common factor out of the first and second moments.

`essFraction_ge` finds a populated state to show that the denominator is positive. `weight_variance_le` expands the variance and replaces $\cosh^2d$ by $\sinh^2d+1$. In the equality theorem, the forward direction shows that the square and the average both vanish, and then that each term of the average does. Injectivity of the exponential turns $w_i=e^{\pm d}$ into a statement about the error. The two-state theorem checks the conditions for equality and applies that theorem.

## What the error bound must control

The theorem assumes a bound on the error state by state; a small average error would not be enough. Take two states with probabilities 0.99 and 0.01 and errors $H_i-S_i$ equal to $0$ and $-\ln 100$. The mean absolute error is below 0.05, and with $d=0.05$ the formula would promise a fraction above 0.99. The weights are 1 and 100, however, so

$$\frac{\langle w\rangle^2}{\langle w^2\rangle}=\frac{1.99^2}{100.99}\approx0.04 .$$

A single rare state with a large weight ruins the sample.

The value of $d$ is an input. Nothing in the theorems derives it from a time step, an integrator or the order of a shadow expansion. In a continuous phase space a finite $d$ may not exist: for a harmonic oscillator under velocity Verlet, the largest shadow error at a given energy grows without limit as the energy rises. A value of $d$ taken from a finite run therefore describes the samples in that run and says nothing about regions it did not visit.

The effective fraction measures only the unevenness of the weights. It ignores correlation between successive samples, and it doesn't fix the statistical error of a particular observable, which also depends on how that observable varies with the weight.

A model closer to continuous phase space would replace the finite set by a probability measure and the sums by integrals, with $H-S$ measurable and the error bound required almost everywhere. The weights would still be bounded, hence integrable, and the same algebra would apply. The condition for equality would then concern almost every state instead of every populated one. The finite version avoids measure theory and matches the sums that an analysis code evaluates.
